# For spins 1/2, ⟨ψ, (1 − P_ij)ψ⟩ is half the squared norm of ψ − P_ij ψ

Take finitely many spins 1/2, and let P_ij be the operator that exchanges the spins at sites i and j. The theorem `bond_energy` states that ⟨ψ, (1 − P_ij)ψ⟩ is half the sum, over all up/down configurations, of the squared modulus of the amplitude of ψ − P_ij ψ. The state ψ need not be normalised; when it has norm one, the left side is the expectation value of the bond operator 1 − P_ij. The proof relabels the configurations by the exchange to show that ⟨ψ, ψ − P_ij ψ⟩ equals ⟨P_ij ψ, P_ij ψ − ψ⟩, and then uses that these two add up to the squared norm.

As first written in Lean, the proof fails:

```lean
import Mathlib

open Matrix Finset
open scoped Classical ComplexOrder

namespace BondEnergy

noncomputable section

variable {N : ℕ}

/-- A state of `N` spins 1/2: a complex amplitude for each up/down configuration
(`true` is up). -/
abbrev State (N : ℕ) := (Fin N → Bool) → ℂ

/-- The operator `P_ij` that exchanges the spins at sites `i` and `j`. -/
def swapOp (i j : Fin N) : State N →ₗ[ℂ] State N :=
  LinearMap.funLeft ℂ ℂ (fun s : Fin N → Bool => s ∘ Equiv.swap i j)

/-- The energy of one bond, `⟨ψ, (1 - P_ij) ψ⟩`, is half the squared norm of `ψ - P_ij ψ`. -/
theorem bond_energy (i j : Fin N) (ψ : State N) :
    star ψ ⬝ᵥ (ψ - swapOp i j ψ) =
      ((1 / 2 * ∑ s, ‖ψ s - swapOp i j ψ s‖ ^ 2 : ℝ) : ℂ) := by
  have hinv : Function.Involutive (fun s : Fin N → Bool => s ∘ Equiv.swap i j) := by
    intro s
    funext x
    simp
  -- relabelling the configurations exchanges the roles of `ψ` and `P_ij ψ`
  have h : ∑ s, star (ψ s) * (ψ s - swapOp i j ψ s) =
      ∑ s, star (swapOp i j ψ s) * (swapOp i j ψ s - ψ s) := by
    refine (Equiv.sum_comp hinv.toPerm
      (fun s => star (ψ s) * (ψ s - swapOp i j ψ s))).symm.trans
      (sum_congr rfl fun s _ => ?_)
    have h1 : swapOp i j ψ (hinv.toPerm s) = ψ s := by
      have h2 := congrArg ψ (hinv s)
      exact h2
    rw [h1]
    rfl
  have key : ∀ s, ((‖ψ s - swapOp i j ψ s‖ ^ 2 : ℝ) : ℂ) =
      star (ψ s) * (ψ s - swapOp i j ψ s) +
        star (swapOp i j ψ s) * (swapOp i j ψ s - ψ s) := by
    intro s
    rw [Complex.sq_norm, Complex.normSq_eq_conj_mul_self, starRingEnd_apply, star_sub]
    ring
  rw [Complex.ofReal_mul, Complex.ofReal_sum, sum_congr rfl (fun s _ => key s),
    sum_add_distrib, ← h]
  simp only [dotProduct, Pi.star_apply, Pi.sub_apply]
  push_cast
  ring

end

end BondEnergy
```

The error:

```
Main.lean:34:27: error: Application type mismatch: The argument
  Function.Involutive.toPerm ?m.167 ?m.168
has type
  Equiv.Perm ?m.165
but is expected to have type
  Fin N → Bool
in the application
  (swapOp i j) ψ (Function.Involutive.toPerm ?m.167 ?m.168)
```

Cause. `Function.Involutive.toPerm` takes two explicit arguments, first the function and then the proof that it is an involution. In `hinv.toPerm s`, dot notation puts `hinv` in the second place, so `s` fills the first, as if it were the function. The result is a whole permutation, of type `Equiv.Perm`, where `swapOp i j ψ` expects a configuration, and this is the mismatch Lean reports. In `Function.Involutive.toPerm _ hinv s` both places are already filled, so the permutation is applied to `s`.

The same spelling in `Equiv.sum_comp` is mere tidying, as Lean had no complaint about `hinv.toPerm` with nothing after it. The added `change` writes the goal out so that the left side of `h1` stands in it plainly for `rw [h1]` to find; the messages don't show whether the rewrite would have failed without it.

The repair, with which the file compiles:

```diff
@@ -29,10 +29,13 @@
   have h : ∑ s, star (ψ s) * (ψ s - swapOp i j ψ s) =
       ∑ s, star (swapOp i j ψ s) * (swapOp i j ψ s - ψ s) := by
-    refine (Equiv.sum_comp hinv.toPerm
+    refine (Equiv.sum_comp (Function.Involutive.toPerm _ hinv)
       (fun s => star (ψ s) * (ψ s - swapOp i j ψ s))).symm.trans
       (sum_congr rfl fun s _ => ?_)
-    have h1 : swapOp i j ψ (hinv.toPerm s) = ψ s := by
+    have h1 : swapOp i j ψ (Function.Involutive.toPerm _ hinv s) = ψ s := by
       have h2 := congrArg ψ (hinv s)
       exact h2
+    change star (ψ (Function.Involutive.toPerm _ hinv s)) *
+      (ψ (Function.Involutive.toPerm _ hinv s) -
+        swapOp i j ψ (Function.Involutive.toPerm _ hinv s)) = _
     rw [h1]
     rfl
```
